# For real orbitals on a finite grid, exchange factorizes exactly over interpolation points

An exchange interaction couples two products of orbitals, each acting as a charge distribution. A basis of $N$ orbitals has $N(N+1)/2$ such products, but on a real-space grid many of them can be linearly dependent. How many grid points are needed to recover all of them exactly, and what does the exchange matrix look like in terms of those points?

## Exchange as an entrywise product

Let $\varphi_p$ be real orbitals on a finite grid, and let $m$ be the dimension of the span of all products $\varphi_p\varphi_q$. There are $m$ distinct grid points $r_k$ and $m$ grid functions $\zeta_k$ with

$$\varphi_p\varphi_q=\sum_k X_{kp}X_{kq}\,\zeta_k,\qquad X_{kp}=\varphi_p(r_k).$$

Write $\langle f,vg\rangle$ for the interaction of two grid functions through a real kernel matrix $v$, and set $Z_{kl}=\langle\zeta_k,v\zeta_l\rangle$. For every $v$ and every real matrix $D$, the exchange matrix

$$K_{pq}=\sum_{rs}D_{rs}\langle\varphi_p\varphi_r,v\,\varphi_s\varphi_q\rangle$$

satisfies

$$K=X^T\bigl(Z\circ(XDX^T)\bigr)X,$$

where $\circ$ is the entrywise product. No interpolation of this form uses fewer than $m$ points.

## Low-scaling exchange and GW

Codes based on tensor hypercontraction or interpolative separable density fitting use this structure, usually with fewer points and a fitted, approximate interpolation. For real orbitals on a finite grid, the identity also covers the GW self-energy contraction at one imaginary time, up to its prefactor, with the Green's function matrix in place of $D$ and the screened interaction in place of $v$.

Once $X$ and $Z$ are available, dense matrix products cost of order $m^2N+mN^2$. This helps when $m$ grows like $N$; if $m$ is close to $N(N+1)/2$, the factorized form is no cheaper than the four-index sum.

## From point values to the exchange matrix

**Choosing the points.** Let $V$ be the span of the pair products. Each grid point $x$ gives a linear functional $f\mapsto f(x)$ on $V$. Choose a maximal linearly independent family of these functionals, belonging to points $r_k$. The points are distinct, since a repeated functional would break independence.

If $f\in V$ vanishes at every $r_k$, it vanishes at every grid point, because the chosen functionals span all the others. The map $E:f\mapsto(f(r_k))_k$ is therefore injective, so there are at least $m$ points. Independent functionals on an $m$-dimensional space number at most $m$, so there are exactly $m$, and $E$ is invertible. With $e_k$ the unit vectors and $\zeta_k=E^{-1}e_k$,

$$f=\sum_k f(r_k)\,\zeta_k\qquad\text{for all } f\in V.$$

Taking $f=\varphi_p\varphi_q$ gives the interpolation formula.

**Factorizing the integrals.** Bilinearity gives

$$\langle\varphi_p\varphi_r,v\,\varphi_s\varphi_q\rangle=\sum_{kl}X_{kp}X_{kr}Z_{kl}X_{ls}X_{lq}.$$

Multiply by $D_{rs}$ and sum over the orbitals first:

$$K_{pq}=\sum_{kl}X_{kp}\,Z_{kl}\Bigl(\sum_{rs}X_{kr}D_{rs}X_{ls}\Bigr)X_{lq}.$$

The bracket is $M_{kl}$ with $M=XDX^T$, which is the stated form.

The index order matters here: $r$ shares a product with $p$, and $s$ with $q$. Exchanging $r$ and $s$ in the integral replaces $D$ by $D^T$. A test with a symmetric density matrix will not reveal this error.

**Minimality.** If $n$ functions $\zeta_k$ interpolate all pair products, the products lie in their span, so $m\le n$.

**The trace.** For $D^T=D$, $M$ is symmetric, and cyclicity of the trace gives

$$\operatorname{tr}(DK)=\sum_{kl}M_{lk}Z_{kl}M_{kl}=\sum_{kl}Z_{kl}M_{kl}^2.$$

For a closed-shell density matrix that counts both spins, the exchange energy is $-\tfrac14$ of this trace.

## The Lean file

```lean
import Mathlib

open Matrix Module

namespace HypercontractedExchange

noncomputable section

variable {G P K : Type*} [Fintype G] [Fintype P] [Fintype K]

/-- The interaction integral of two grid functions `f` and `g` with kernel `v`. -/
def coulomb (v : Matrix G G ℝ) (f g : G → ℝ) : ℝ := f ⬝ᵥ (v *ᵥ g)

/-- The space spanned by all pair products of the orbitals. -/
def pairSpace (φ : P → G → ℝ) : Submodule ℝ (G → ℝ) :=
  Submodule.span ℝ (Set.range fun pq : P × P => φ pq.1 * φ pq.2)

/-- The collocation matrix: the value of orbital `p` at the interpolation point `k`. -/
def colloc (φ : P → G → ℝ) (pt : K → G) : Matrix K P ℝ :=
  Matrix.of fun k p => φ p (pt k)

/-- The interaction matrix between the interpolation functions. -/
def interaction (v : Matrix G G ℝ) (ζ : K → G → ℝ) : Matrix K K ℝ :=
  Matrix.of fun k l => coulomb v (ζ k) (ζ l)

/-- Every orbital pair product is recovered from its values at the points `pt`
with the interpolation functions `ζ`. -/
def InterpolatesPairs (φ : P → G → ℝ) (pt : K → G) (ζ : K → G → ℝ) : Prop :=
  ∀ p q, φ p * φ q = ∑ k, (colloc φ pt k p * colloc φ pt k q) • ζ k

/-- The exchange matrix of the density matrix `D`, as a sum over four-index integrals. -/
def exchange (v : Matrix G G ℝ) (φ : P → G → ℝ) (D : Matrix P P ℝ) : Matrix P P ℝ :=
  Matrix.of fun p q => ∑ r, ∑ s, D r s * coulomb v (φ p * φ r) (φ s * φ q)

/-- In a space of grid functions, as many distinct points as the dimension suffice
to recover every function linearly from its values there. -/
theorem exists_interpolation (V : Submodule ℝ (G → ℝ)) :
    ∃ (pt : Fin (finrank ℝ V) → G) (ζ : Fin (finrank ℝ V) → G → ℝ),
      Function.Injective pt ∧ ∀ f ∈ V, f = ∑ k, f (pt k) • ζ k := by
  classical
  -- choose a maximal independent family of point evaluations
  let ev : G → Module.Dual ℝ V := fun g =>
    (LinearMap.proj g : (G → ℝ) →ₗ[ℝ] ℝ).comp V.subtype
  obtain ⟨κ, a, ha, hspan, hli⟩ := exists_linearIndependent' (K := ℝ) (v := ev)
  have : Finite κ := Finite.of_injective a ha
  let : Fintype κ := Fintype.ofFinite κ
  let E : V →ₗ[ℝ] (κ → ℝ) := LinearMap.pi fun k => ev (a k)
  -- a function vanishing at the chosen points vanishes on the whole grid
  have hinj : Function.Injective E := by
    rw [injective_iff_map_eq_zero]
    intro f hf
    have key : ∀ L ∈ Submodule.span ℝ (Set.range (ev ∘ a)), L f = 0 := by
      intro L hL
      induction hL using Submodule.span_induction with
      | mem x hx =>
        obtain ⟨k, rfl⟩ := hx
        exact congrFun hf k
      | zero => rfl
      | add x y _ _ hx hy => rw [LinearMap.add_apply, hx, hy, add_zero]
      | smul c x _ hx => rw [LinearMap.smul_apply, hx, smul_zero]
    apply Subtype.ext
    funext g
    exact key (ev g) (by rw [hspan]; exact Submodule.subset_span ⟨g, rfl⟩)
  have hcard : Fintype.card κ = finrank ℝ V := by
    have h1 := hli.fintype_card_le_finrank
    rw [Subspace.dual_finrank_eq] at h1
    have h2 := LinearMap.finrank_le_finrank_of_injective hinj
    rw [Module.finrank_fintype_fun_eq_card] at h2
    exact le_antisymm h1 h2
  let e := Fintype.equivFinOfCardEq hcard
  -- a left inverse of the evaluation map supplies the interpolation functions
  obtain ⟨R, hR⟩ := E.exists_leftInverse_of_injective (LinearMap.ker_eq_bot.2 hinj)
  refine ⟨fun j => a (e.symm j),
    fun j => ((R (Pi.single (e.symm j) 1) : V) : G → ℝ),
    ha.comp e.symm.injective, ?_⟩
  intro f hf
  have hE : E ⟨f, hf⟩ = ∑ k, f (a k) • (Pi.single k 1 : κ → ℝ) := by
    funext j
    simp [E, ev, Finset.sum_apply, Pi.single_apply]
  calc f = ((R (E ⟨f, hf⟩) : V) : G → ℝ) :=
        (congrArg Subtype.val (LinearMap.congr_fun hR ⟨f, hf⟩)).symm
    _ = ∑ k, f (a k) • ((R (Pi.single k 1) : V) : G → ℝ) := by
        rw [hE, map_sum]
        simp only [map_smul, Submodule.coe_sum, Submodule.coe_smul]
    _ = _ := (Equiv.sum_comp e.symm
        (fun k => f (a k) • ((R (Pi.single k 1) : V) : G → ℝ))).symm

omit [Fintype P] in
/-- The four-index integrals factorize into collocation matrices and the interaction
matrix of the interpolation functions. -/
theorem integral_factorization {φ : P → G → ℝ} {pt : K → G} {ζ : K → G → ℝ}
    (h : InterpolatesPairs φ pt ζ) (v : Matrix G G ℝ) (p r s q : P) :
    coulomb v (φ p * φ r) (φ s * φ q) =
      ∑ k, ∑ l, colloc φ pt k p * colloc φ pt k r * interaction v ζ k l *
        (colloc φ pt l s * colloc φ pt l q) := by
  have hv : ∀ b : K → ℝ, v *ᵥ (∑ l, b l • ζ l) = ∑ l, v *ᵥ (b l • ζ l) :=
    fun b => map_sum v.mulVecLin (fun l => b l • ζ l) Finset.univ
  rw [h p r, h s q, coulomb, hv, sum_dotProduct]
  refine Finset.sum_congr rfl fun k _ => ?_
  rw [dotProduct_sum]
  refine Finset.sum_congr rfl fun l _ => ?_
  rw [Matrix.mulVec_smul, smul_dotProduct, dotProduct_smul]
  simp only [interaction, coulomb, Matrix.of_apply, smul_eq_mul]
  ring

/-- A fourfold finite sum may be carried out in the reverse order. -/
theorem sum_reverse (F : P → P → K → K → ℝ) :
    ∑ r, ∑ s, ∑ k, ∑ l, F r s k l = ∑ l, ∑ k, ∑ s, ∑ r, F r s k l := by
  calc ∑ r, ∑ s, ∑ k, ∑ l, F r s k l
      = ∑ r, ∑ k, ∑ s, ∑ l, F r s k l :=
        Finset.sum_congr rfl fun _ _ => Finset.sum_comm
    _ = ∑ k, ∑ r, ∑ s, ∑ l, F r s k l := Finset.sum_comm
    _ = ∑ k, ∑ r, ∑ l, ∑ s, F r s k l :=
        Finset.sum_congr rfl fun _ _ => Finset.sum_congr rfl fun _ _ => Finset.sum_comm
    _ = ∑ k, ∑ l, ∑ r, ∑ s, F r s k l :=
        Finset.sum_congr rfl fun _ _ => Finset.sum_comm
    _ = ∑ l, ∑ k, ∑ r, ∑ s, F r s k l := Finset.sum_comm
    _ = ∑ l, ∑ k, ∑ s, ∑ r, F r s k l :=
        Finset.sum_congr rfl fun _ _ => Finset.sum_congr rfl fun _ _ => Finset.sum_comm

/-- For any interpolation of the pair products, the exchange matrix is obtained from an
entrywise product of two matrices on the interpolation points. -/
theorem exchange_factorization {φ : P → G → ℝ} {pt : K → G} {ζ : K → G → ℝ}
    (h : InterpolatesPairs φ pt ζ) (v : Matrix G G ℝ) (D : Matrix P P ℝ) :
    exchange v φ D = (colloc φ pt)ᵀ *
      Matrix.hadamard (interaction v ζ) (colloc φ pt * D * (colloc φ pt)ᵀ) *
        colloc φ pt := by
  ext p q
  -- insert the factorized integrals, then sum over orbitals first
  simp only [exchange, Matrix.of_apply, integral_factorization h, Finset.mul_sum]
  rw [sum_reverse]
  simp only [Matrix.mul_apply, Matrix.hadamard_apply, Matrix.transpose_apply,
    Finset.mul_sum, Finset.sum_mul]
  refine Finset.sum_congr rfl fun l _ => Finset.sum_congr rfl fun k _ =>
    Finset.sum_congr rfl fun s _ => Finset.sum_congr rfl fun r _ => ?_
  ring

/-- With as many distinct grid points as the dimension of the pair space, the pair products
are interpolated and the exchange matrix factorizes for every kernel and density matrix. -/
theorem exists_exchange_factorization (φ : P → G → ℝ) :
    ∃ (pt : Fin (finrank ℝ (pairSpace φ)) → G)
      (ζ : Fin (finrank ℝ (pairSpace φ)) → G → ℝ),
      Function.Injective pt ∧ InterpolatesPairs φ pt ζ ∧
      ∀ (v : Matrix G G ℝ) (D : Matrix P P ℝ),
        exchange v φ D = (colloc φ pt)ᵀ *
          Matrix.hadamard (interaction v ζ) (colloc φ pt * D * (colloc φ pt)ᵀ) *
            colloc φ pt := by
  obtain ⟨pt, ζ, hpt, hζ⟩ := exists_interpolation (pairSpace φ)
  have h : InterpolatesPairs φ pt ζ := fun p q =>
    hζ (φ p * φ q) (Submodule.subset_span ⟨(p, q), rfl⟩)
  exact ⟨pt, ζ, hpt, h, exchange_factorization h⟩

omit [Fintype P] in
/-- An interpolation of all pair products needs at least as many points as the dimension
of the pair space. -/
theorem card_points_ge {φ : P → G → ℝ} {pt : K → G} {ζ : K → G → ℝ}
    (h : InterpolatesPairs φ pt ζ) : finrank ℝ (pairSpace φ) ≤ Fintype.card K := by
  have hle : pairSpace φ ≤ Submodule.span ℝ (Set.range ζ) := by
    refine Submodule.span_le.2 ?_
    rintro _ ⟨⟨p, q⟩, rfl⟩
    change φ p * φ q ∈ Submodule.span ℝ (Set.range ζ)
    rw [h p q]
    exact Submodule.sum_mem _ fun k _ =>
      Submodule.smul_mem _ _ (Submodule.subset_span ⟨k, rfl⟩)
  exact (Submodule.finrank_mono hle).trans (finrank_range_le_card ζ)

/-- For a symmetric density matrix, its trace with the exchange matrix is a double sum over
interpolation points of the interaction times the squared density matrix at those points. -/
theorem exchange_trace {φ : P → G → ℝ} {pt : K → G} {ζ : K → G → ℝ}
    (h : InterpolatesPairs φ pt ζ) (v : Matrix G G ℝ) {D : Matrix P P ℝ} (hD : Dᵀ = D) :
    (D * exchange v φ D).trace =
      ∑ k, ∑ l, interaction v ζ k l * (colloc φ pt * D * (colloc φ pt)ᵀ) k l ^ 2 := by
  rw [exchange_factorization h]
  generalize colloc φ pt = X
  generalize interaction v ζ = Z
  have hsymm : (X * D * Xᵀ)ᵀ = X * D * Xᵀ := by
    rw [Matrix.transpose_mul, Matrix.transpose_mul, Matrix.transpose_transpose, hD,
      Matrix.mul_assoc]
  -- move the last collocation matrix to the front of the trace
  have hcyc : (D * (Xᵀ * Matrix.hadamard Z (X * D * Xᵀ) * X)).trace =
      (X * D * Xᵀ * Matrix.hadamard Z (X * D * Xᵀ)).trace := by
    rw [← Matrix.mul_assoc, Matrix.trace_mul_comm]
    simp only [Matrix.mul_assoc]
  rw [hcyc]
  generalize X * D * Xᵀ = M at hsymm ⊢
  simp only [Matrix.trace, Matrix.diag_apply, Matrix.mul_apply, Matrix.hadamard_apply]
  rw [Finset.sum_comm]
  refine Finset.sum_congr rfl fun k _ => Finset.sum_congr rfl fun l _ => ?_
  have hkl : M l k = M k l := congrFun (congrFun hsymm k) l
  rw [hkl]
  ring

end

end HypercontractedExchange
```

```lean
#print axioms HypercontractedExchange.exists_exchange_factorization
#print axioms HypercontractedExchange.card_points_ge
#print axioms HypercontractedExchange.exchange_trace
```

```
'HypercontractedExchange.exists_exchange_factorization' depends on axioms: [propext, Classical.choice, Quot.sound]
'HypercontractedExchange.card_points_ge' depends on axioms: [propext, Classical.choice, Quot.sound]
'HypercontractedExchange.exchange_trace' depends on axioms: [propext, Classical.choice, Quot.sound]
```

## Real orbitals, arbitrary kernels, exact interpolation

The types `G` and `P` label grid points and orbitals, and the type `K`, not to be confused with the exchange matrix $K$, labels interpolation points. An orbital set is a function `φ : P → G → ℝ`, and `φ p * φ q` is the pointwise product. The matrices $X$ and $Z$ are `colloc φ pt` and `interaction v ζ`. Since `coulomb` is a plain double sum over the grid, quadrature weights belong in `v`. The matrix `exchange` carries neither the minus sign nor a spin factor.

The main theorem, `exists_exchange_factorization`, takes only the orbitals as input. Its points and functions are chosen before `v` and `D`, so one choice serves every kernel and density matrix. The orbitals need not be orthonormal or independent, and neither `v` nor `D` need be symmetric. The theorems `exchange_factorization`, `card_points_ge` and `exchange_trace` instead assume a given exact interpolation, `InterpolatesPairs`, whose points may repeat; the trace formula also assumes $D^T=D$.

The proof follows the derivation:

- `exists_interpolation` selects the independent evaluations, proves `E` injective by induction over their span, and compares dimensions. A left inverse `R` of `E` supplies the $\zeta_k$.
- `integral_factorization` expands both pair products by linearity.
- `sum_reverse` brings the four sums into the order produced by the matrix products, after which `exchange_factorization` compares terms with `ring`.
- `card_points_ge` is the span argument, and `exchange_trace` uses cyclicity and the symmetry of $M$.

Complex orbitals, including Bloch functions at general crystal momentum, are not covered. The result is about existence: it gives no bound on the size of the $\zeta_k$, hence none on the amplification of rounding errors, and no error estimate for a fit with fewer than $m$ points. The discretization error of the grid is a separate matter.
